# Only scalars commute with two Jordan–Wigner modes and their adjoints

Any operator on the Fock space of two fermionic modes that commutes with both annihilators and both creators is a scalar multiple of the identity. For this finite system, no nontrivial quantum number is conserved by all the mode operators.

In the basis (empty, occupied), let $a$ be the one-mode annihilator and $Z$ the parity sign, $+1$ on empty and $-1$ on occupied. The two modes are $c_1=a\otimes 1$ and $c_2=Z\otimes a$. Identifying the Fock space of two spin orbitals, in a chosen order, with $\mathbb C^2\otimes\mathbb C^2$ is the step left to the physics.

Operators are complex matrices and `⊗ₖ` is the Kronecker product. The type `n` labels the basis of any finite register; it is not a number operator.

In Lean 4 with Mathlib:

```lean
import Mathlib

open Matrix
open scoped Kronecker

namespace JordanWignerCommutant

noncomputable section

variable {n : Type*} [Fintype n] [DecidableEq n]

/-- The annihilation matrix of a single fermionic mode, in the basis (empty, occupied). -/
def a : Matrix (Fin 2) (Fin 2) ℂ := !![0, 1; 0, 0]

/-- The parity matrix of a single mode: `1` on the empty state, `-1` on the occupied state. -/
def Z : Matrix (Fin 2) (Fin 2) ℂ := !![1, 0; 0, -1]

/-- The first of two Jordan-Wigner modes, `a ⊗ 1`. -/
def c₁ : Matrix (Fin 2 × Fin 2) (Fin 2 × Fin 2) ℂ := a ⊗ₖ 1

/-- The second of two Jordan-Wigner modes, `Z ⊗ a`. -/
def c₂ : Matrix (Fin 2 × Fin 2) (Fin 2 × Fin 2) ℂ := Z ⊗ₖ a
```

`CommutesWith M A` asks for more than the name suggests: $M$ must commute with $A$ and with $A^\dagger$. A set has trivial commutant if only scalar matrices do this for all its members.

```lean
/-- The matrix `M` commutes with the operator `A` and with its adjoint. -/
def CommutesWith (M A : Matrix n n ℂ) : Prop :=
  A * M = M * A ∧ Aᴴ * M = M * Aᴴ

/-- A set of operators has trivial commutant if every matrix that commutes with all of them
and with their adjoints is a scalar multiple of the identity. -/
def HasTrivialCommutant (S : Set (Matrix n n ℂ)) : Prop :=
  ∀ M : Matrix n n ℂ, (∀ A ∈ S, CommutesWith M A) → ∃ z : ℂ, M = z • 1
```

## (a) Commuting with the first mode

Show that $M$ commutes with $a\otimes 1$ and its adjoint exactly when, for some $B$,
$$M=1\otimes B.$$

**Solution.** Let $M_{ij}$ be the blocks of $M$, with $i,j\in\{0,1\}$ the occupation of the first mode. Then
$$(a\otimes1)M=\begin{pmatrix}M_{10}&M_{11}\\0&0\end{pmatrix},\qquad M(a\otimes1)=\begin{pmatrix}0&M_{00}\\0&M_{10}\end{pmatrix},$$
so $M_{10}=0$ and $M_{11}=M_{00}$. For the adjoint,
$$(a^\dagger\otimes1)M=\begin{pmatrix}0&0\\M_{00}&M_{01}\end{pmatrix},\qquad M(a^\dagger\otimes1)=\begin{pmatrix}M_{01}&0\\M_{11}&0\end{pmatrix},$$
so $M_{01}=0$. Take $B=M_{00}$. Conversely, for $X=a$ or $a^\dagger$, both orders of multiplying $X\otimes1$ and $1\otimes B$ give $X\otimes B$.

In the code, `h10`, `h01` and `h11` are these three block equations, each read off entry by entry with `congrFun`.

```lean
/-- A matrix commutes with the first mode `a ⊗ 1` and its adjoint exactly when it acts
only on the remaining register. -/
theorem commutesWith_first_mode_iff (M : Matrix (Fin 2 × n) (Fin 2 × n) ℂ) :
    CommutesWith M (a ⊗ₖ (1 : Matrix n n ℂ)) ↔ ∃ B : Matrix n n ℂ, M = 1 ⊗ₖ B := by
  constructor
  · rintro ⟨h, h'⟩
    rw [conjTranspose_kronecker, conjTranspose_one] at h'
    -- the blocks that change the occupation of the first mode vanish
    have h10 : ∀ x y, M (1, x) (0, y) = 0 := fun x y => by
      simpa [Matrix.mul_apply, Fintype.sum_prod_type, Matrix.one_apply, a] using
        congrFun (congrFun h (0, x)) (0, y)
    have h01 : ∀ x y, M (0, x) (1, y) = 0 := fun x y => by
      simpa [Matrix.mul_apply, Fintype.sum_prod_type, Matrix.one_apply, a] using
        congrFun (congrFun h' (1, x)) (1, y)
    -- the two diagonal blocks agree
    have h11 : ∀ x y, M (1, x) (1, y) = M (0, x) (0, y) := fun x y => by
      simpa [Matrix.mul_apply, Fintype.sum_prod_type, Matrix.one_apply, a] using
        congrFun (congrFun h (0, x)) (1, y)
    refine ⟨Matrix.of fun x y => M (0, x) (0, y), ?_⟩
    ext ⟨i, x⟩ ⟨j, y⟩
    fin_cases i <;> fin_cases j <;> simp [h10, h01, h11]
  · rintro ⟨B, rfl⟩
    constructor <;>
      simp only [conjTranspose_kronecker, conjTranspose_one, ← mul_kronecker_mul,
        mul_one, one_mul]
```

## (b) Removing the parity sign

Show that $1\otimes B$ commutes with $Z\otimes A$ and its adjoint exactly when
$$AB=BA,\qquad A^\dagger B=BA^\dagger.$$

**Solution.** The commutator is
$$(Z\otimes A)(1\otimes B)-(1\otimes B)(Z\otimes A)=Z\otimes(AB-BA).$$
Its block with the first mode empty is $AB-BA$, so it vanishes exactly when $AB=BA$. Since $Z^\dagger=Z$, the same holds with $A^\dagger$ in place of $A$.

The rewriting with `mul_kronecker_mul` multiplies the tensor factors separately; the entries `(0, x)`, `(0, y)` select the empty block.

```lean
omit [DecidableEq n] in
/-- An operator `1 ⊗ B` on the remaining register commutes with `Z ⊗ A` and its adjoint
exactly when `B` commutes with `A` and its adjoint. -/
theorem commutesWith_parity_string_iff (A B : Matrix n n ℂ) :
    CommutesWith ((1 : Matrix (Fin 2) (Fin 2) ℂ) ⊗ₖ B) (Z ⊗ₖ A) ↔ CommutesWith B A := by
  constructor
  · rintro ⟨h, h'⟩
    rw [conjTranspose_kronecker] at h'
    simp only [← mul_kronecker_mul, mul_one, one_mul] at h h'
    -- read off the block in which the first mode is empty
    constructor
    · ext x y
      simpa [Z] using congrFun (congrFun h (0, x)) (0, y)
    · ext x y
      simpa [Z] using congrFun (congrFun h' (0, x)) (0, y)
  · rintro ⟨h, h'⟩
    constructor
    · simp only [← mul_kronecker_mul, mul_one, one_mul, h]
    · simp only [conjTranspose_kronecker, ← mul_kronecker_mul, mul_one, one_mul, h']
```

## (c) Adding a mode

Let $S$ be a set of operators on a finite register with trivial commutant. Show that the commutant is again trivial for
$$\{a\otimes1\}\cup\{Z\otimes A: A\in S\}.$$

**Solution.** Let $M$ commute with all these operators and their adjoints. By (a), $M=1\otimes B$. By (b), $B$ commutes with every $A\in S$ and with $A^\dagger$, so $B=z1$ for some $z\in\mathbb C$. Hence $M=z(1\otimes1)=z1$.

The two `obtain` lines carry out these two reductions.

```lean
/-- If a set of operators has trivial commutant, then so does the set obtained by putting a
new mode `a ⊗ 1` in front and attaching the parity sign `Z` to every old operator. -/
theorem HasTrivialCommutant.add_mode {S : Set (Matrix n n ℂ)} (hS : HasTrivialCommutant S) :
    HasTrivialCommutant
      (insert (a ⊗ₖ (1 : Matrix n n ℂ)) ((fun A => Z ⊗ₖ A) '' S)) := by
  intro M hM
  obtain ⟨B, rfl⟩ := (commutesWith_first_mode_iff M).1 (hM _ (Set.mem_insert _ _))
  obtain ⟨z, rfl⟩ := hS B fun A hA =>
    (commutesWith_parity_string_iff A B).1
      (hM _ (Set.mem_insert_of_mem _ (Set.mem_image_of_mem _ hA)))
  exact ⟨z, by rw [kronecker_smul, one_kronecker_one]⟩
```

Starting from one mode and repeating this step gives the neighbouring result for a Jordan–Wigner chain of any finite length: its commutant is trivial too.

## (d) One mode

Show that a $2\times2$ matrix $M$ commuting with $a$ and $a^\dagger$ satisfies
$$M=M_{00}\,1.$$

**Solution.** The products in (a), now with numbers for blocks, give $M_{10}=M_{01}=0$ and $M_{11}=M_{00}$. The code compares the same entries.

```lean
/-- A single fermionic mode has trivial commutant. -/
theorem single_mode_trivial_commutant : HasTrivialCommutant {a} := by
  intro M hM
  obtain ⟨h, h'⟩ := hM a rfl
  have h10 : M 1 0 = 0 := by
    simpa [Matrix.mul_apply, Fin.sum_univ_two, a] using congrFun (congrFun h 0) 0
  have h01 : M 0 1 = 0 := by
    simpa [Matrix.mul_apply, Fin.sum_univ_two, a] using congrFun (congrFun h' 1) 1
  have h11 : M 1 1 = M 0 0 := by
    simpa [Matrix.mul_apply, Fin.sum_univ_two, a] using congrFun (congrFun h 0) 1
  refine ⟨M 0 0, ?_⟩
  ext i j
  fin_cases i <;> fin_cases j <;> simp [h10, h01, h11]
```

## (e) Two modes

Show that if $M$ commutes with $c_1,c_2,c_1^\dagger,c_2^\dagger$, then for some $z\in\mathbb C$
$$M=z1.$$

**Solution.** Apply (c) to $S=\{a\}$, which has trivial commutant by (d). The enlarged set is $\{a\otimes1,Z\otimes a\}=\{c_1,c_2\}$. In the code, `rintro` splits membership into these two cases.

```lean
/-- Every complex matrix that commutes with both Jordan-Wigner modes `c₁`, `c₂` and with
their adjoints is a scalar multiple of the identity. -/
theorem two_mode_commutant (M : Matrix (Fin 2 × Fin 2) (Fin 2 × Fin 2) ℂ)
    (h₁ : CommutesWith M c₁) (h₂ : CommutesWith M c₂) : ∃ z : ℂ, M = z • 1 := by
  apply single_mode_trivial_commutant.add_mode M
  rintro A (rfl | ⟨B, rfl, rfl⟩)
  · exact h₁
  · exact h₂
```

## (f) Projectors

Let $P^2=P$, with $P$ commuting with both modes and their adjoints. Show that
$$P=0\quad\text{or}\quad P=1.$$

**Solution.** By (e), $P=z1$. A diagonal entry of $P^2=P$ gives $z(z-1)=0$, so $z=0$ or $z=1$. $P$ need not be Hermitian.

For a subspace invariant under all four mode operators, the orthogonal projector commutes with them, so the subspace is zero or the whole space. This is irreducibility in its usual form.

```lean
/-- An idempotent matrix that commutes with both modes and their adjoints is zero or
the identity. -/
theorem two_mode_projector (P : Matrix (Fin 2 × Fin 2) (Fin 2 × Fin 2) ℂ)
    (hP : P * P = P) (h₁ : CommutesWith P c₁) (h₂ : CommutesWith P c₂) :
    P = 0 ∨ P = 1 := by
  obtain ⟨z, rfl⟩ := two_mode_commutant P h₁ h₂
  -- idempotency of `z • 1` forces `z * z = z`
  have hz : z * z = z := by
    simpa using congrFun (congrFun hP (0, 0)) (0, 0)
  have hz' : z * (z - 1) = 0 := by linear_combination hz
  rcases mul_eq_zero.1 hz' with h | h
  · left
    rw [h, zero_smul]
  · right
    rw [sub_eq_zero.1 h, one_smul]
```

## (g) Annihilators alone

Show that $c_1c_2$ commutes with $c_1$ and $c_2$, but that for every $z\in\mathbb C$
$$c_1c_2\neq z1.$$

**Solution.** Since $aZ=-a$, we have $c_1c_2=-a\otimes a$. Multiplying by $c_1$ or $c_2$ on either side produces a factor $a^2=0$, so all four products vanish. The matrix element of $c_1c_2$ from the doubly occupied state to the empty state is $-1$, whereas $z1$ has zero there. So (e) fails if both adjoint conditions are removed.

The code gets the vanishing products from `haa` and `haZa`, and the contradiction from the entry `(0, 0)`, `(1, 1)`.

```lean
/-- The adjoints cannot be dropped: the pair annihilator `c₁ c₂` commutes with `c₁` and
with `c₂`, yet it is not a scalar multiple of the identity. -/
theorem adjoints_needed :
    c₁ * (c₁ * c₂) = (c₁ * c₂) * c₁ ∧ c₂ * (c₁ * c₂) = (c₁ * c₂) * c₂ ∧
      ∀ z : ℂ, c₁ * c₂ ≠ z • 1 := by
  have haa : a * a = 0 := by
    ext i j
    fin_cases i <;> fin_cases j <;> simp [a, Matrix.mul_apply, Fin.sum_univ_two]
  have haZa : a * Z * a = 0 := by
    ext i j
    fin_cases i <;> fin_cases j <;> simp [a, Z, Matrix.mul_apply, Fin.sum_univ_two]
  refine ⟨?_, ?_, fun z hz => ?_⟩
  · simp only [c₁, c₂, ← mul_assoc, ← mul_kronecker_mul, mul_one, one_mul, haa, haZa,
      zero_mul, zero_kronecker]
  · simp only [c₁, c₂, ← mul_assoc, ← mul_kronecker_mul, one_mul, haa, kronecker_zero]
  · -- the matrix element between the doubly occupied and the empty state is `-1`
    have h := congrFun (congrFun hz (0, 0)) (1, 1)
    rw [c₁, c₂, ← mul_kronecker_mul, one_mul] at h
    simp [a, Z] at h

end

end JordanWignerCommutant
```

```lean
#print axioms JordanWignerCommutant.two_mode_commutant
-- 'JordanWignerCommutant.two_mode_commutant' depends on axioms: [propext, Classical.choice, Quot.sound]
#print axioms JordanWignerCommutant.two_mode_projector
-- 'JordanWignerCommutant.two_mode_projector' depends on axioms: [propext, Classical.choice, Quot.sound]
#print axioms JordanWignerCommutant.adjoints_needed
-- 'JordanWignerCommutant.adjoints_needed' depends on axioms: [propext, Classical.choice, Quot.sound]
```
